# Overbinding adsorbates and transition state alike speeds a single-site surface rate, by a factor below the inverse of the original coverage

Q: Suppose an electronic-structure method binds everything on a surface too strongly by the same amount. Does the transition state count as part of "everything"? The answer seems to decide the sign of the effect.

A: It may or may not, and the sign does depend on it, so the model keeps the two apart. The transition-state energy $T$ is one real number and the adsorbate energies $E_i$ are others, and a binding error may move either or both. All are free energies relative to an empty site and the gas, at fixed temperature and pressures. The index $i$ runs over a finite type `ι` of adsorbates.

In Lean 4 with Mathlib:

```lean
import Mathlib

open Finset

namespace SurfaceRateBindingError

noncomputable section

variable {ι : Type*} [Fintype ι]
```

Q: And the surface itself?

A: Each site is either empty, with weight 1, or holds one adsorbate $i$, with weight $e^{-bE_i}$, where $b$ is the inverse temperature in energy units. The adsorbates are equilibrated with the gas and don't interact. The sum of their weights is $S=\sum_i e^{-bE_i}$.

```lean
/-- The sum of the Boltzmann weights `exp (-b E i)` of all adsorbates, relative to an empty site. -/
def siteSum (b : ℝ) (E : ι → ℝ) : ℝ := ∑ i, Real.exp (-b * E i)
```

Dividing a weight by $1+S$ gives the coverage $\theta_i=e^{-bE_i}/(1+S)$.

```lean
/-- The fraction of surface sites occupied by adsorbate `i`. -/
def coverage (b : ℝ) (E : ι → ℝ) (i : ι) : ℝ :=
  Real.exp (-b * E i) / (1 + siteSum b E)
```

The total coverage is $q=S/(1+S)$, which leaves a fraction $1-q=1/(1+S)$ of empty sites.

```lean
/-- The total coverage `q = S / (1 + S)`, where `S` is the sum of the Boltzmann weights. -/
def totalCoverage (b : ℝ) (E : ι → ℝ) : ℝ := siteSum b E / (1 + siteSum b E)
```

The rate is that of a step which needs one empty site:
$$r=\frac{C\,e^{-bT}}{1+S}.$$
The constant $C$ stands for the attempt frequency, and the binding error is assumed to leave it alone. The reactant pressure already enters through the free energy $T$.

```lean
/-- The surface rate with prefactor `C`, inverse temperature `b`, transition-state energy `T`
and adsorbate energies `E`. -/
def rate (C b T : ℝ) (E : ι → ℝ) : ℝ := C * Real.exp (-b * T) / (1 + siteSum b E)
```

Q: That is a narrow class of mechanisms.

A: Yes. Lateral interactions, several site types and steps that need two empty sites all call for a different rate expression. Equilibrated coverages are also assumed here, not derived from kinetics.

Q: Then show me how the rate responds to an error.

A: Two facts come first. The denominator is positive, because $S$ is a sum of exponentials; this holds even with no adsorbates, when $S=0$.

```lean
/-- The site partition function `1 + S` is positive. -/
theorem one_add_siteSum_pos (b : ℝ) (E : ι → ℝ) : 0 < 1 + siteSum b E := by
  have h : 0 ≤ siteSum b E := Finset.sum_nonneg fun i _ => (Real.exp_pos _).le
  linarith
```

And the individual coverages add up to $q$, by taking the common denominator out of the sum.

```lean
/-- The coverages of the individual adsorbates add up to the total coverage. -/
theorem sum_coverage (b : ℝ) (E : ι → ℝ) : ∑ i, coverage b E i = totalCoverage b E := by
  unfold coverage totalCoverage
  rw [← Finset.sum_div]
  rfl
```

For $C>0$ the logarithm then splits into three terms:
$$\ln r=\ln C-bT-\ln(1+S).$$

```lean
/-- For a positive prefactor, the logarithm of the rate splits into a prefactor term, a barrier
term and a site-blocking term. -/
theorem log_rate {C : ℝ} (hC : 0 < C) (b T : ℝ) (E : ι → ℝ) :
    Real.log (rate C b T E) = Real.log C - b * T - Real.log (1 + siteSum b E) := by
  unfold rate
  rw [Real.log_div (mul_pos hC (Real.exp_pos _)).ne' (one_add_siteSum_pos b E).ne',
    Real.log_mul hC.ne' (Real.exp_pos _).ne', Real.log_exp]
  ring
```

Now let an error parameter $x$ move $T$ to $T+ax$ and each $E_i$ to $E_i+w_ix$, with fixed real numbers $a$ and $w_i$. The barrier term contributes $-ba$. For the site-blocking term,
$$\frac{dS}{dx}=-b\sum_i w_i\,e^{-b(E_i+w_ix)},\qquad -\frac{1}{1+S}\frac{dS}{dx}=b\sum_i w_i\theta_i .$$
Together,
$$\frac{d\ln r}{dx}=b\Big(\sum_i w_i\theta_i-a\Big),$$
with the coverages taken at the shifted energies.

Q: Does the formal version say the same, or only at $x=0$?

A: The same, at every point. `HasDerivAt f f' d` means that `f` is differentiable at `d` with derivative `f'`. Here `d` is an arbitrary real number, and the coverages are evaluated at `E j + w j * d`.

```lean
/-- Let the transition-state energy move by `a x` and the energy of adsorbate `i` by `w i * x`. For
a positive prefactor, the logarithm of the rate then has slope `b * (m - a)` at `x = d`, where `m`
is the sum of the `w i` weighted by the coverages at the shifted energies. -/
theorem hasDerivAt_log_rate {C : ℝ} (hC : 0 < C) (b T a : ℝ) (E w : ι → ℝ) (d : ℝ) :
    HasDerivAt (fun x => Real.log (rate C b (T + a * x) (fun i => E i + w i * x)))
      (b * (∑ i, w i * coverage b (fun j => E j + w j * d) i - a)) d := by
  -- the site partition function responds through each Boltzmann weight
  have hS : HasDerivAt (fun x => 1 + siteSum b (fun i => E i + w i * x))
      (∑ i, Real.exp (-b * (E i + w i * d)) * (-b * w i)) d := by
    unfold siteSum
    refine HasDerivAt.const_add 1 (HasDerivAt.fun_sum fun i _ => ?_)
    have h : HasDerivAt (fun x => -b * (E i + w i * x)) (-b * w i) d := by
      have h' := (((hasDerivAt_id' d).const_mul (w i)).const_add (E i)).const_mul (-b)
      exact h'.congr_deriv (by ring)
    exact h.exp
  -- the barrier responds linearly
  have hT : HasDerivAt (fun x => Real.log C - b * (T + a * x)) (-(b * a)) d := by
    have h' := ((((hasDerivAt_id' d).const_mul a).const_add T).const_mul b).const_sub
      (Real.log C)
    exact h'.congr_deriv (by ring)
  have h := hT.fun_sub (hS.log (one_add_siteSum_pos b _).ne')
  have e : (fun x => Real.log (rate C b (T + a * x) (fun i => E i + w i * x))) =
      fun x => Real.log C - b * (T + a * x)
        - Real.log (1 + siteSum b (fun i => E i + w i * x)) :=
    funext fun x => log_rate hC b _ _
  rw [e]
  refine h.congr_deriv ?_
  -- weights divided by the partition function are coverages
  have hsum : (∑ i, Real.exp (-b * (E i + w i * d)) * (-b * w i)) /
      (1 + siteSum b (fun i => E i + w i * d)) =
      -b * ∑ i, w i * coverage b (fun j => E j + w j * d) i := by
    rw [Finset.sum_div, Finset.mul_sum]
    refine Finset.sum_congr rfl fun i _ => ?_
    simp only [coverage]
    ring
  linear_combination (-1 : ℝ) * hsum
```

In the proof, `hS` differentiates $1+S$ term by term and `hT` differentiates the barrier term. The function is rewritten with `log_rate`, and `hsum` recognises weights over $1+S$ as coverages, as in the second formula above.

Q: So what about my uniform error?

A: Set every $w_i=1$, so that $\sum_i w_i\theta_i=q$. If the transition state stays put, $a=0$ and the slope is $bq$.

```lean
/-- If all adsorbate energies shift by `x` at fixed transition-state energy, the logarithm of the
rate, for a positive prefactor, has slope `b q`, with `q` the total coverage at that shift. -/
theorem hasDerivAt_log_rate_adsorbates {C : ℝ} (hC : 0 < C) (b T : ℝ) (E : ι → ℝ) (d : ℝ) :
    HasDerivAt (fun x => Real.log (rate C b T (fun i => E i + x)))
      (b * totalCoverage b (fun i => E i + d)) d := by
  have h := hasDerivAt_log_rate hC b T 0 E (fun _ => 1) d
  simp only [one_mul, zero_mul, add_zero, sub_zero, sum_coverage] at h
  exact h
```

If it moves along, $a=1$ and the slope is $b(q-1)=-b(1-q)$.

```lean
/-- If the transition state shifts by `x` together with all adsorbates, the logarithm of the
rate, for a positive prefactor, has slope `-b (1 - q)`, with `q` the total coverage at that
shift. -/
theorem hasDerivAt_log_rate_all {C : ℝ} (hC : 0 < C) (b T : ℝ) (E : ι → ℝ) (d : ℝ) :
    HasDerivAt (fun x => Real.log (rate C b (T + x) (fun i => E i + x)))
      (-b * (1 - totalCoverage b (fun i => E i + d))) d := by
  have h := hasDerivAt_log_rate hC b T 1 E (fun _ => 1) d
  simp only [one_mul, sum_coverage] at h
  exact h.congr_deriv (by ring)
```

Both proofs insert these values into the general theorem and use `sum_coverage`.

Q: Overbinding means a negative shift. With slope $bq$ the rate goes down, and with slope $-b(1-q)$ it goes up.

A: Right. Stronger binding of the adsorbates alone blocks sites. If the transition state is stabilised too, the lower barrier outweighs the blocking, but the net slope is proportional to the fraction of empty sites.

Q: A slope is local, and binding errors can be several times the thermal energy. Does "small near full coverage" survive a finite shift?

A: For overbinding it does, as an exact identity will show; a large underbinding can still change the rate a lot. A common shift $d$ takes a factor out of the sum: $S$ becomes $e^{-bd}S$.

```lean
/-- A common shift `d` of all adsorbate energies multiplies the sum of Boltzmann weights by
`exp (-b d)`. -/
theorem siteSum_shift (b d : ℝ) (E : ι → ℝ) :
    siteSum b (fun i => E i + d) = Real.exp (-b * d) * siteSum b E := by
  unfold siteSum
  rw [Finset.mul_sum]
  refine Finset.sum_congr rfl fun i _ => ?_
  rw [← Real.exp_add]
  congr 1
  ring
```

Write $r(d)$ for the rate when $T$ and all $E_i$ have shifted by $d$. Multiplying numerator and denominator by $e^{bd}$ gives
$$r(d)=\frac{C\,e^{-bT}e^{-bd}}{1+e^{-bd}S}=\frac{C\,e^{-bT}}{e^{bd}+S}.$$
Dividing $r(0)=C\,e^{-bT}/(1+S)$ by this,
$$\frac{r(0)}{r(d)}=\frac{S+e^{bd}}{1+S}=q+(1-q)\,e^{bd},$$
where $q$ is the coverage before the shift. The theorem states this as a product, which needs no condition on $C$.

```lean
/-- When the transition state and all adsorbates shift by the same finite `d`, the old rate is
the new rate times `q + (1 - q) exp (b d)`, with `q` the total coverage before the shift. -/
theorem rate_shift_all (C b T d : ℝ) (E : ι → ℝ) :
    rate C b (T + d) (fun i => E i + d) *
      (totalCoverage b E + (1 - totalCoverage b E) * Real.exp (b * d)) = rate C b T E := by
  have h1 := one_add_siteSum_pos b E
  have h2 : 0 < 1 + Real.exp (-b * d) * siteSum b E := by
    rw [← siteSum_shift]
    exact one_add_siteSum_pos b _
  have huv : Real.exp (-b * d) * Real.exp (b * d) = 1 := by
    rw [← Real.exp_add]
    simp
  have hT : Real.exp (-b * (T + d)) = Real.exp (-b * T) * Real.exp (-b * d) := by
    rw [← Real.exp_add]
    congr 1
    ring
  have hq : totalCoverage b E + (1 - totalCoverage b E) * Real.exp (b * d) =
      (siteSum b E + Real.exp (b * d)) / (1 + siteSum b E) := by
    have hq' : totalCoverage b E * (1 + siteSum b E) = siteSum b E :=
      div_mul_cancel₀ _ h1.ne'
    rw [eq_div_iff h1.ne']
    linear_combination (1 - Real.exp (b * d)) * hq'
  unfold rate
  rw [siteSum_shift, hT, hq, div_mul_div_comm, div_eq_div_iff (mul_pos h2 h1).ne' h1.ne']
  linear_combination C * Real.exp (-b * T) * (1 + siteSum b E) * huv
```

Here `hT` splits the shifted barrier factor, `hq` is the last equality of the formula, and `huv` is $e^{-bd}e^{bd}=1$. The fractions are cross-multiplied, and `linear_combination` closes the remaining identity with `huv`.

Q: And the bound?

A: Take $b,C>0$ and $d<0$. Then $0<e^{bd}<1$, and $q<1$ because some sites are always empty. The factor $q+(1-q)e^{bd}$ therefore lies strictly between $q$ and $1$, so
$$r(0)<r(d)\qquad\text{and}\qquad q\,r(d)<r(0).$$
When $q>0$, the speed-up $r(d)/r(0)$ is below $1/q$ however large the overbinding. At an original coverage of $0.9$ it stays below $10/9$.

```lean
/-- For positive `C` and `b`, overbinding the transition state and all adsorbates by the same
amount (`d < 0`) raises the rate, but the new rate times the original total coverage stays below
the old rate. -/
theorem overbinding_all_speeds {C b d : ℝ} (hC : 0 < C) (hb : 0 < b) (hd : d < 0)
    (T : ℝ) (E : ι → ℝ) :
    rate C b T E < rate C b (T + d) (fun i => E i + d) ∧
      totalCoverage b E * rate C b (T + d) (fun i => E i + d) < rate C b T E := by
  have key := rate_shift_all C b T d E
  have hR : 0 < rate C b (T + d) (fun i => E i + d) :=
    div_pos (mul_pos hC (Real.exp_pos _)) (one_add_siteSum_pos b _)
  -- some sites are always empty
  have hq : totalCoverage b E < 1 := by
    unfold totalCoverage
    rw [div_lt_one (one_add_siteSum_pos b E)]
    linarith
  have hu : Real.exp (b * d) < 1 := Real.exp_lt_one_iff.2 (mul_neg_of_pos_of_neg hb hd)
  have hp := mul_pos hR (sub_pos.2 hq)
  have p1 := mul_pos hp (sub_pos.2 hu)
  have p2 := mul_pos hp (Real.exp_pos (b * d))
  constructor
  · nlinarith [key, p1]
  · nlinarith [key, p2]
```

The two inequalities rest on two positive products. By the identity, `p1` is the difference $r(d)-r(0)=r(d)(1-q)(1-e^{bd})$, and `p2` is $r(0)-q\,r(d)=r(d)(1-q)e^{bd}$. `nlinarith` combines each with `key`.

Q: What if the surface is nearly bare?

A: Then the bound says little, and rightly so. With no adsorbates at all, $q=0$ and the speed-up is the full $e^{-bd}$. The protection comes from coverage that was there before the error, so it is the coverage at the correct energies that enters $1/q$.

Q: You also said that overbinding the adsorbates alone slows the reaction. Is that proved for finite shifts?

A: Yes, for $b,C>0$, $d<0$ and at least one adsorbate. The numerator $C\,e^{-bT}$ is unchanged, while the denominator grows from $1+S$ to $1+e^{-bd}S$, since $e^{-bd}>1$ and $S>0$.

```lean
/-- For positive `C` and `b` and at least one adsorbate, overbinding the adsorbates alone
(`d < 0`, transition state fixed) lowers the rate. -/
theorem overbinding_adsorbates_slows [Nonempty ι] {C b d : ℝ} (hC : 0 < C) (hb : 0 < b)
    (hd : d < 0) (T : ℝ) (E : ι → ℝ) :
    rate C b T (fun i => E i + d) < rate C b T E := by
  have hS : 0 < siteSum b E :=
    Finset.sum_pos (fun i _ => Real.exp_pos _) Finset.univ_nonempty
  have hv : 1 < Real.exp (-b * d) := Real.one_lt_exp_iff.2 (by nlinarith)
  unfold rate
  rw [siteSum_shift]
  -- more blocked sites, same barrier
  exact div_lt_div_of_pos_left (mul_pos hC (Real.exp_pos _)) (one_add_siteSum_pos b E)
    (by nlinarith)

end

end SurfaceRateBindingError
```

In the proof `hS` is $S>0$ and `hv` is $e^{-bd}>1$; the last step compares two fractions with the same positive numerator.

```lean
#print axioms SurfaceRateBindingError.hasDerivAt_log_rate_adsorbates
#print axioms SurfaceRateBindingError.hasDerivAt_log_rate_all
#print axioms SurfaceRateBindingError.overbinding_all_speeds
#print axioms SurfaceRateBindingError.overbinding_adsorbates_slows
```

```
'SurfaceRateBindingError.hasDerivAt_log_rate_adsorbates' depends on axioms: [propext, Classical.choice, Quot.sound]
'SurfaceRateBindingError.hasDerivAt_log_rate_all' depends on axioms: [propext, Classical.choice, Quot.sound]
'SurfaceRateBindingError.overbinding_all_speeds' depends on axioms: [propext, Classical.choice, Quot.sound]
'SurfaceRateBindingError.overbinding_adsorbates_slows' depends on axioms: [propext, Classical.choice, Quot.sound]
```

Q: Why insist on at least one adsorbate? The other theorems don't.

A: Because the inequality is strict. Let `ι` be empty. Then $S=0$ before and after the shift, both rates equal $C\,e^{-bT}$, and the claim would read $C\,e^{-bT}<C\,e^{-bT}$. Nothing can block a site if nothing adsorbs. `[Nonempty ι]` excludes just this case.

Q: Then what may I conclude when I choose a level of theory?

A: Within this model of non-interacting adsorbates on single sites, a binding error common to all adsorbates and the transition state changes the rate little if the surface is nearly full at the correct energies and the error is an overbinding. An error in the transition state relative to the adsorbates is a different matter: with $w_i=0$ and $a=1$ the general slope is $-b$, whatever the coverage.
